# A valence energy bound $E$ holds on the whole space exactly when every core eigenvalue is shifted to at least $E$

Minimise the energy over a space that still contains the core orbitals, and the search for a valence state can fall into the core. Adding a level shift to the core orbitals helps only if the shift is large enough: one core level left below the valence threshold still provides a lower energy.

Let $H$ be a symmetric operator with finitely many orthonormal core eigenvectors $c_i$ of energies $e_i$, and let $b_i$ be real shifts. Define

$$H_b=H+\sum_i b_i|c_i\rangle\langle c_i|.$$

If $\langle x,Hx\rangle\ge E\|x\|^2$ for every $x$ orthogonal to the core, then $H_b$ satisfies the same bound for all $x$ exactly when $b_i\ge E-e_i$ for every $i$. For pseudopotential and embedding models, this is the shift that keeps core levels from falling below a bound on the one-electron valence energies, provided that $H$ is a fixed one-electron Hamiltonian with the core orbitals as exact eigenvectors; self-consistent changes in $H$ are not covered. If several valence orbitals are to be filled from the lowest upwards, every core level must be raised above the highest of them, which can take a larger shift.

In Lean, `V` is a complex inner-product space of any dimension, and the finite type `ι` labels the core. `H` is a linear map defined on all of `V`, so a differential Hamiltonian fits only on a space of functions that it maps into itself. `inner ℂ x y` is $\langle x,y\rangle$, linear in $y$.

```lean
import Mathlib

open Finset

namespace CoreLevelShift

noncomputable section

variable {V : Type*} [NormedAddCommGroup V] [InnerProductSpace ℂ V]
  {ι : Type*} [Fintype ι] {H : V →ₗ[ℂ] V} {c : ι → V} {e b : ι → ℝ} {E : ℝ}
```

`coreShifted H c b` is $H_b$. Write $p_i=\langle c_i,x\rangle$ for the core amplitudes and $v=x-\sum_i p_i c_i$ for the rest, which is `valencePart c x`.

```lean
/-- The level-shifted Hamiltonian `H + ∑ i, b i |c i⟩⟨c i|`. -/
def coreShifted (H : V →ₗ[ℂ] V) (c : ι → V) (b : ι → ℝ) : V →ₗ[ℂ] V where
  toFun x := H x + ∑ i, ((b i : ℂ) * inner ℂ (c i) x) • c i
  map_add' x y := by
    simp only [map_add, inner_add_right, mul_add, add_smul, Finset.sum_add_distrib]
    abel
  map_smul' r x := by
    simp only [map_smul, inner_smul_right, RingHom.id_apply, smul_add, Finset.smul_sum,
      smul_smul, mul_left_comm]

/-- The valence part of a vector: what remains after its core components are removed. -/
def valencePart (c : ι → V) (x : V) : V := x - ∑ i, (inner ℂ (c i) x : ℂ) • c i

/-- The action of the level-shifted Hamiltonian on a vector. -/
theorem coreShifted_apply (H : V →ₗ[ℂ] V) (c : ι → V) (b : ι → ℝ) (x : V) :
    coreShifted H c b x = H x + ∑ i, ((b i : ℂ) * inner ℂ (c i) x) • c i := rfl
```

## Symmetry: the valence part does not couple back to the core

The hypothesis `hH` says $\langle Hx,y\rangle=\langle x,Hy\rangle$, so that energies are real. The added term is symmetric too, because the $b_i$ are real:

$$\Big\langle\sum_i b_i\langle c_i,x\rangle c_i,y\Big\rangle=\sum_i b_i\langle x,c_i\rangle\langle c_i,y\rangle=\Big\langle x,\sum_i b_i\langle c_i,y\rangle c_i\Big\rangle.$$

```lean
/-- Real level shifts keep a symmetric Hamiltonian symmetric. -/
theorem coreShifted_symmetric (hH : H.IsSymmetric) : (coreShifted H c b).IsSymmetric := by
  intro x y
  rw [coreShifted_apply, coreShifted_apply, inner_add_left, inner_add_right, hH x y,
    sum_inner, inner_sum]
  congr 1
  refine Finset.sum_congr rfl fun i _ => ?_
  rw [inner_smul_left, inner_smul_right, map_mul, Complex.conj_ofReal, inner_conj_symm]
  ring
```

The main use of symmetry is the step $\langle c_i,Hv\rangle=\langle Hc_i,v\rangle=e_i\langle c_i,v\rangle=0$, which is `h0` in `inner_coreShifted` below. Without symmetry, take one core vector $c$ and one valence vector $u$, orthonormal, with $Hc=ec$ and $Hu=ac$, $a\ne0$. The valence energy is zero, yet at the threshold $b=-e$ for $E=0$ the energy of $x=pc+qu$ is $\mathrm{Re}(a\bar p q)$, which can be negative.

## Exact eigenvectors: each core level moves independently

The hypothesis `he` says $Hc_i=e_ic_i$. With orthonormality, only the $i$-th term of the shift acts on $c_i$, so $H_bc_i=(e_i+b_i)c_i$. On a vector orthogonal to the core every term vanishes, and $H_b$ acts as $H$.

```lean
/-- Each core orbital stays an eigenvector, with its energy moved from `e i` to `e i + b i`. -/
theorem coreShifted_core (hc : Orthonormal ℂ c) (he : ∀ i, H (c i) = (e i : ℂ) • c i) (i : ι) :
    coreShifted H c b (c i) = ((e i + b i : ℝ) : ℂ) • c i := by
  classical
  have h := orthonormal_iff_ite.mp hc
  rw [coreShifted_apply, he]
  simp only [h, mul_ite, mul_one, mul_zero, ite_smul, zero_smul, Finset.sum_ite_eq',
    Finset.mem_univ, if_true]
  rw [Complex.ofReal_add, add_smul]

/-- On vectors orthogonal to the core the level shift does nothing. -/
theorem coreShifted_valence {x : V} (hx : ∀ i, inner ℂ (c i) x = 0) :
    coreShifted H c b x = H x := by
  simp only [coreShifted_apply, hx, mul_zero, zero_smul, Finset.sum_const_zero, add_zero]
```

For an approximate core orbital the threshold can fail entirely. Let $H$ have the matrix $\begin{pmatrix}h&a\\a&0\end{pmatrix}$ with real $h$, real $a\ne0$, and the first basis vector as "core". The valence energy is zero, but after any finite shift $b$ the determinant is still $-a^2<0$, so one eigenvalue remains negative.

## Orthonormality: populations add without overlap

The hypothesis `hc` gives $\langle c_i,c_j\rangle=\delta_{ij}$, and hence

$$\langle c_i,v\rangle=p_i-\sum_jp_j\langle c_i,c_j\rangle=0.$$

```lean
/-- The valence part is orthogonal to every core orbital. -/
theorem inner_valencePart (hc : Orthonormal ℂ c) (x : V) (i : ι) :
    inner ℂ (c i) (valencePart c x) = 0 := by
  have h := hc.inner_right_fintype (fun j => inner ℂ (c j) x) i
  rw [valencePart, inner_sub_right]
  exact sub_eq_zero.mpr h.symm
```

If the same unit vector were listed twice, its two shifts would add, and one of them could lie below $E-e_i$ without harm. The condition would then no longer be necessary.

These three hypotheses give the energy split. Since $Hx=Hv+\sum_i e_ip_ic_i$,

$$H_bx=Hv+\sum_i(e_i+b_i)p_ic_i.$$

Now take the inner product with $x=v+\sum_i p_ic_i$. The absence of coupling gives $\langle x,Hv\rangle=\langle v,Hv\rangle$, and $\langle x,c_i\rangle=\bar p_i$, so

$$\langle x,H_bx\rangle=\langle v,Hv\rangle+\sum_i(e_i+b_i)|p_i|^2.$$

In the proof, `hHx` expands $Hx$, `hxy` removes the cross term and `hterm` turns $\bar p_ip_i$ into $|p_i|^2$.

```lean
/-- The expectation value splits into the energy of the valence part and the shifted core
energies weighted by the core populations. -/
theorem inner_coreShifted (hH : H.IsSymmetric) (hc : Orthonormal ℂ c)
    (he : ∀ i, H (c i) = (e i : ℂ) • c i) (x : V) :
    inner ℂ x (coreShifted H c b x) = inner ℂ (valencePart c x) (H (valencePart c x))
      + ((∑ i, (e i + b i) * ‖inner ℂ (c i) x‖ ^ 2 : ℝ) : ℂ) := by
  have hHx : H x = H (valencePart c x) + ∑ i, (inner ℂ (c i) x * (e i : ℂ)) • c i := by
    have h : H (valencePart c x) = H x - ∑ i, (inner ℂ (c i) x * (e i : ℂ)) • c i := by
      simp only [valencePart, map_sub, map_sum, map_smul, he, smul_smul]
    rw [h, sub_add_cancel]
  -- by symmetry, H does not couple the valence part to the core
  have h0 : ∀ i, inner ℂ (c i) (H (valencePart c x)) = 0 := fun i => by
    rw [← hH (c i) (valencePart c x), he, inner_smul_left, inner_valencePart hc, mul_zero]
  have hs : inner ℂ (∑ i, (inner ℂ (c i) x : ℂ) • c i) (H (valencePart c x)) = 0 := by
    rw [sum_inner]
    exact Finset.sum_eq_zero fun i _ => by rw [inner_smul_left, h0, mul_zero]
  have hxy : inner ℂ x (H (valencePart c x))
      = inner ℂ (valencePart c x) (H (valencePart c x)) := by
    calc inner ℂ x (H (valencePart c x))
        = inner ℂ x (H (valencePart c x))
          - inner ℂ (∑ i, (inner ℂ (c i) x : ℂ) • c i) (H (valencePart c x)) := by
          rw [hs, sub_zero]
      _ = _ := (inner_sub_left _ _ _).symm
  have hterm : ∀ i, inner ℂ x (c i) * inner ℂ (c i) x
      = ((‖inner ℂ (c i) x‖ ^ 2 : ℝ) : ℂ) := fun i => by
    rw [← inner_conj_symm x (c i), Complex.conj_mul', Complex.ofReal_pow]
  rw [coreShifted_apply, inner_add_right, hHx, inner_add_right, hxy, inner_sum, inner_sum,
    add_assoc, ← Finset.sum_add_distrib, Complex.ofReal_sum]
  congr 1
  refine Finset.sum_congr rfl fun i _ => ?_
  rw [inner_smul_right, inner_smul_right, Complex.ofReal_mul, ← hterm, Complex.ofReal_add]
  ring
```

Applied to the identity operator, with $e_i=1$ and $b_i=0$, the same formula gives $\|x\|^2=\|v\|^2+\sum_i|p_i|^2$.

```lean
/-- The squared norm is that of the valence part plus the core populations. -/
theorem norm_sq_split (hc : Orthonormal ℂ c) (x : V) :
    ‖x‖ ^ 2 = ‖valencePart c x‖ ^ 2 + ∑ i, ‖inner ℂ (c i) x‖ ^ 2 := by
  have hn : ∀ z : V, (inner ℂ z z : ℂ).re = ‖z‖ ^ 2 :=
    fun z => inner_self_eq_norm_sq (𝕜 := ℂ) z
  -- the energy splitting, read for the identity operator
  have h := congrArg Complex.re (inner_coreShifted (H := LinearMap.id) (e := fun _ => 1)
    (b := fun _ => 0) (fun _ _ => rfl) hc (fun i => by simp) x)
  have hp : coreShifted LinearMap.id c (fun _ => 0) x = x := by simp [coreShifted_apply]
  rw [hp, LinearMap.id_apply, Complex.add_re, Complex.ofReal_re, hn, hn] at h
  simpa only [add_zero, one_mul] using h
```

Subtracting $E$ times this norm identity yields

$$\langle x,H_bx\rangle-E\|x\|^2=\big(\langle v,Hv\rangle-E\|v\|^2\big)+\sum_i(e_i+b_i-E)|p_i|^2.$$

Lean states it with real parts, because `inner` is complex-valued.

```lean
/-- The level-shifted energy of `x` minus `E * ‖x‖ ^ 2` equals the same difference for its valence
part under `H`, plus the sum of `e i + b i - E` times the population of core orbital `i`. -/
theorem energy_gap (hH : H.IsSymmetric) (hc : Orthonormal ℂ c)
    (he : ∀ i, H (c i) = (e i : ℂ) • c i) (E : ℝ) (x : V) :
    (inner ℂ x (coreShifted H c b x)).re - E * ‖x‖ ^ 2
      = ((inner ℂ (valencePart c x) (H (valencePart c x))).re - E * ‖valencePart c x‖ ^ 2)
        + ∑ i, (e i + b i - E) * ‖inner ℂ (c i) x‖ ^ 2 := by
  have h1 := congrArg Complex.re (inner_coreShifted (b := b) hH hc he x)
  rw [Complex.add_re, Complex.ofReal_re] at h1
  have h3 : ∑ i, (e i + b i - E) * ‖inner ℂ (c i) x‖ ^ 2
      = ∑ i, (e i + b i) * ‖inner ℂ (c i) x‖ ^ 2 - E * ∑ i, ‖inner ℂ (c i) x‖ ^ 2 := by
    rw [Finset.mul_sum, ← Finset.sum_sub_distrib]
    exact Finset.sum_congr rfl fun i _ => by ring
  rw [h1, norm_sq_split hc x, h3]
  ring
```

## The valence bound: what the shift cannot repair

The hypothesis `hval` says that no normalised core-orthogonal state has energy below $E$. It is assumed here, not derived from a particular Hamiltonian. It makes the first bracket of the gap nonnegative; if $b_i\ge E-e_i$, the sum is nonnegative as well, which proves sufficiency. For necessity, test the bound on $x=c_i$: since $\|c_i\|=1$, it reads $E\le e_i+b_i$. The two branches of the proof follow these arguments.

```lean
/-- Let the core orbitals be orthonormal eigenvectors of a symmetric `H`. If `E` bounds the energy
per unit squared norm from below on all vectors orthogonal to them, the level-shifted Hamiltonian is
bounded below by `E` exactly when every shift satisfies `b i ≥ E - e i`. -/
theorem bounded_below_iff (hH : H.IsSymmetric) (hc : Orthonormal ℂ c)
    (he : ∀ i, H (c i) = (e i : ℂ) • c i)
    (hval : ∀ x, (∀ i, inner ℂ (c i) x = 0) → E * ‖x‖ ^ 2 ≤ (inner ℂ x (H x)).re) :
    (∀ x, E * ‖x‖ ^ 2 ≤ (inner ℂ x (coreShifted H c b x)).re) ↔ ∀ i, E - e i ≤ b i := by
  constructor
  · -- test the bound on the core orbital itself
    intro h i
    have hn : (inner ℂ (c i) (c i) : ℂ).re = ‖c i‖ ^ 2 := inner_self_eq_norm_sq (𝕜 := ℂ) (c i)
    have h1 := h (c i)
    rw [coreShifted_core hc he, inner_smul_right, Complex.re_ofReal_mul, hn, hc.1 i] at h1
    linarith
  · intro hb x
    have hg := energy_gap (b := b) hH hc he E x
    have hv := hval _ (inner_valencePart hc x)
    have hs : 0 ≤ ∑ i, (e i + b i - E) * ‖inner ℂ (c i) x‖ ^ 2 :=
      Finset.sum_nonneg fun i _ => mul_nonneg (by linarith [hb i]) (sq_nonneg _)
    linarith
```

If a core-orthogonal vector violated the bound, no choice of $b_i$ would help, because $H_b$ and $H$ agree on it. With an empty core, the condition on the shifts is vacuous and the conclusion is just `hval`.

## Strict shifts: no core component at the bound

It is a mistake to read $b_i\ge E-e_i$ as a guarantee that a minimiser is a valence state. At equality, $c_i$ itself has energy $E$.

With $b_i>E-e_i$ for all $i$, every coefficient in the sum is positive. If $x$ attains the bound, the two nonnegative parts of the gap add to zero, so each vanishes and every $p_i=0$. Then $H_bx=Hx$, and $x$ attains the bound for the original Hamiltonian. The converse follows from the same agreement on core-orthogonal vectors. The zero vector always qualifies, so the theorem does not promise a normalised state at $E$. If the lowest valence energy lies above $E$, a core orbital shifted to a value between the two is still below every valence state, even though its shift is strict. If a normalised valence state does attain $E$, then $E$ is the minimum of the shifted energy over normalised states, and strict shifts ensure that no minimiser has a core component.

```lean
/-- If every shift exceeds `E - e i` strictly, the bound `E` is attained exactly by the vectors
orthogonal to the core that attain it for the original Hamiltonian. -/
theorem bound_attained_iff (hH : H.IsSymmetric) (hc : Orthonormal ℂ c)
    (he : ∀ i, H (c i) = (e i : ℂ) • c i)
    (hval : ∀ x, (∀ i, inner ℂ (c i) x = 0) → E * ‖x‖ ^ 2 ≤ (inner ℂ x (H x)).re)
    (hb : ∀ i, E - e i < b i) (x : V) :
    (inner ℂ x (coreShifted H c b x)).re = E * ‖x‖ ^ 2 ↔
      (∀ i, inner ℂ (c i) x = 0) ∧ (inner ℂ x (H x)).re = E * ‖x‖ ^ 2 := by
  constructor
  · intro h
    have hg := energy_gap (b := b) hH hc he E x
    have hv := hval _ (inner_valencePart hc x)
    have hpos : ∀ i ∈ Finset.univ, 0 ≤ (e i + b i - E) * ‖inner ℂ (c i) x‖ ^ 2 :=
      fun i _ => mul_nonneg (by linarith [hb i]) (sq_nonneg _)
    have hs := Finset.sum_nonneg hpos
    -- both contributions to the gap vanish, hence so does every core population
    have hz := (Finset.sum_eq_zero_iff_of_nonneg hpos).mp (by linarith)
    have hx : ∀ i, inner ℂ (c i) x = 0 := fun i => by
      have hne : e i + b i - E ≠ 0 := ne_of_gt (by linarith [hb i])
      have h2 := (mul_eq_zero.mp (hz i (Finset.mem_univ i))).resolve_left hne
      exact norm_eq_zero.mp (pow_eq_zero_iff two_ne_zero |>.mp h2)
    rw [coreShifted_valence hx] at h
    exact ⟨hx, h⟩
  · rintro ⟨hx, h⟩
    rw [coreShifted_valence hx, h]
```

## Three levels that meet all the hypotheses

Take core energies $e_0=-2$ and $e_1=-1$, with a third level at zero. For $E=0$ the required shifts are $b_0\ge2$ and $b_1\ge1$. The Hamiltonian is built by shifting the zero operator, so its symmetry and eigenvectors come from the lemmas above, and its energy on core-orthogonal vectors is zero.

```lean
/-- Two core orbitals in a three-level system: the first two basis vectors. -/
def modelCore (i : Fin 2) : EuclideanSpace ℂ (Fin 3) :=
  EuclideanSpace.basisFun (Fin 3) ℂ i.castSucc

/-- The core energies `-2` and `-1` of the three-level system. -/
def modelEnergy : Fin 2 → ℝ := ![-2, -1]

/-- The three-level Hamiltonian `-2 |c 0⟩⟨c 0| - |c 1⟩⟨c 1|`. -/
def modelH : EuclideanSpace ℂ (Fin 3) →ₗ[ℂ] EuclideanSpace ℂ (Fin 3) :=
  coreShifted 0 modelCore modelEnergy

/-- The three-level system is symmetric, has the two orthonormal core orbitals as eigenvectors,
and has nonnegative energy on vectors orthogonal to them. -/
theorem bounded_below_witness :
    modelH.IsSymmetric ∧ Orthonormal ℂ modelCore ∧
      (∀ i, modelH (modelCore i) = (modelEnergy i : ℂ) • modelCore i) ∧
      ∀ x, (∀ i, inner ℂ (modelCore i) x = 0) →
        (0 : ℝ) * ‖x‖ ^ 2 ≤ (inner ℂ x (modelH x)).re := by
  have hc : Orthonormal ℂ modelCore :=
    (EuclideanSpace.basisFun (Fin 3) ℂ).orthonormal.comp _ (Fin.castSucc_injective 2)
  refine ⟨coreShifted_symmetric (fun x y => by simp), hc, fun i => ?_, fun x hx => ?_⟩
  · have h := coreShifted_core (H := 0) (e := fun _ => 0) (b := modelEnergy) hc
      (fun j => by simp) i
    simp only [zero_add] at h
    exact h
  · rw [modelH, coreShifted_valence hx]
    simp

end

end CoreLevelShift
```

```lean
#print axioms CoreLevelShift.bounded_below_iff
#print axioms CoreLevelShift.bound_attained_iff
```

```
'CoreLevelShift.bounded_below_iff' depends on axioms: [propext, Classical.choice, Quot.sound]
'CoreLevelShift.bound_attained_iff' depends on axioms: [propext, Classical.choice, Quot.sound]
```
